# The singlet-dimer state of the Majumdar–Ghosh ring of $2L$ sites satisfies $Hw=-\tfrac{3L}{4}w$

Electrons localised one per site on a ring, with antiferromagnetic exchange between first and between second neighbours, are frustrated: three consecutive spins cannot all be pairwise antiparallel. One may ask whether a simple state, singlets on alternate bonds, survives as an exact eigenstate. It does on a ring with an even number $2L$ of sites, $L\ge1$, when the second-neighbour exchange is half the first and the couplings are summed over sites. On four sites this sum counts each second-neighbour pair twice, so all six pairs are coupled equally. The name Majumdar–Ghosh usually refers to ground states, whereas the theorems below give an eigenvalue equation for one dimer covering $w$, and $w\neq0$ when the vacuum it is built on is nonzero. They do not locate the eigenvalue, $-3L/4$ in units of the first-neighbour exchange, in the spectrum. For a finite ring at this one coupling ratio, the eigenpair is an exact reference value for a diagonalisation code.

## Modes, spins and the ring

States form a complex vector space `V`. It carries no inner product, so the dagger is only a name: annihilators $c_p$ (`c`) and creators $c^\dagger_p$ (`cd`) are two families of linear maps.

In Lean 4 with Mathlib:

```lean
import Mathlib

open Module

namespace MajumdarGhosh

noncomputable section

variable {V : Type*} [AddCommGroup V] [Module ℂ V] {ι : Type*}

/-- Canonical anticommutation relations of annihilators `c` and creators `cd`. -/
structure CAR {I : Type*} [DecidableEq I] (c cd : I → End ℂ V) : Prop where
  ann_ann : ∀ p q, c p * c q + c q * c p = 0
  cre_cre : ∀ p q, cd p * cd q + cd q * cd p = 0
  ann_cre : ∀ p q, c p * cd q + cd q * c p = if p = q then 1 else 0
```

A mode $p$ is a site $j$ with a Boolean, `true` for the up mode $u_j$ and `false` for the down mode $d_j$. With $\hbar=1$,
$$S^+_j=u^\dagger_jd_j,\quad S^-_j=d^\dagger_ju_j,\quad S^z_j=\tfrac12(u^\dagger_ju_j-d^\dagger_jd_j),\quad S_i\cdot S_j=S^z_iS^z_j+\tfrac12(S^+_iS^-_j+S^-_iS^+_j).$$

```lean
/-- `S⁺ = u†d` at site `j`; the label `true` is the mode `u`, `false` the mode `d`. -/
def sp (c cd : ι × Bool → End ℂ V) (j : ι) : End ℂ V := cd (j, true) * c (j, false)

/-- `S⁻ = d†u` at site `j`. -/
def sm (c cd : ι × Bool → End ℂ V) (j : ι) : End ℂ V := cd (j, false) * c (j, true)

/-- `Sᶻ = (u†u - d†d)/2` at site `j`. -/
def sz (c cd : ι × Bool → End ℂ V) (j : ι) : End ℂ V :=
  (1 / 2 : ℂ) • (cd (j, true) * c (j, true) - cd (j, false) * c (j, false))

/-- The coupling `S_i·S_j = Sᶻ_i Sᶻ_j + (S⁺_i S⁻_j + S⁻_i S⁺_j)/2`. -/
def dot (c cd : ι × Bool → End ℂ V) (i j : ι) : End ℂ V :=
  sz c cd i * sz c cd j + (1 / 2 : ℂ) • (sp c cd i * sm c cd j + sm c cd i * sp c cd j)
```

The pair creator is $B(a,b)=u^\dagger_ad^\dagger_b-d^\dagger_au^\dagger_b$. Sites are integers modulo $2L$, bond $k$ has $B_k=B(2k,2k+1)$, and `dimer L cd v` is $w=B_0B_1\cdots B_{L-1}v$ for a vector $v$. It is unnormalised: in ordinary Fock space the unit singlet creator is $B/\sqrt2$, and the unit state is $2^{-L/2}w$ for a unit vacuum $v$.

```lean
/-- Singlet pair creator `u†_a d†_b - d†_a u†_b`. -/
def pair (cd : ι × Bool → End ℂ V) (a b : ι) : End ℂ V :=
  cd (a, true) * cd (b, false) - cd (a, false) * cd (b, true)

/-- Site number `n` of the ring with `2L` sites. -/
def site (L n : ℕ) : ZMod (2 * L) := n

/-- Singlet pair creator on the bond `(2k, 2k+1)`. -/
def bond (L : ℕ) (cd : ZMod (2 * L) × Bool → End ℂ V) (k : ℕ) : End ℂ V :=
  pair cd (site L (2 * k)) (site L (2 * k + 1))

/-- The product of the pair creators on bonds `k = 0, …, L-1` applied to `v`. -/
def dimer (L : ℕ) (cd : ZMod (2 * L) × Bool → End ℂ V) (v : V) : V :=
  ((List.range L).map (bond L cd)).prod v
```

In units of the first-neighbour exchange, $H=\sum_j\big(S_j\cdot S_{j+1}+\tfrac12S_j\cdot S_{j+2}\big)$ with periodic indices. No single-occupancy constraint is imposed on `V`.

```lean
instance (L : ℕ) [NeZero L] : NeZero (2 * L) := ⟨by have := NeZero.ne L; omega⟩

/-- Majumdar-Ghosh Hamiltonian `∑_j (S_j·S_(j+1) + S_j·S_(j+2)/2)` on the ring. -/
def ham (L : ℕ) [NeZero L] (c cd : ZMod (2 * L) × Bool → End ℂ V) : End ℂ V :=
  ∑ j : ZMod (2 * L), (dot c cd j (j + 1) + (1 / 2 : ℂ) • dot c cd j (j + 2))
```

## Anticommutation relations

`CAR c cd` says $\{c_p,c_q\}=0$, $\{c^\dagger_p,c^\dagger_q\}=0$ and $\{c_p,c^\dagger_q\}=\delta_{pq}$. With the dagger read as the adjoint, these are the relations for fermions in orthonormal modes. The derivation draws two tools from it. If $a$ and $b$ each anticommute with $x$ and $y$, carrying $xy$ through $ab$ costs four signs, so $ab\,xy=xy\,ab$; `even_comm` writes the commutator as a combination of the four anticommutators. The other tool is normal ordering, $c_pc^\dagger_qy=\delta_{pq}y-c^\dagger_qc_py$ on a state $y$.

```lean
/-- If `a`, `b` each anticommute with `x`, `y`, then `ab` commutes with `xy`. -/
theorem even_comm {A : Type*} [Ring A] {a b x y : A} (h1 : a * x + x * a = 0)
    (h2 : a * y + y * a = 0) (h3 : b * x + x * b = 0) (h4 : b * y + y * b = 0) :
    a * b * (x * y) = x * y * (a * b) := by
  have : a * b * (x * y) - x * y * (a * b) = a * (b * x + x * b) * y - a * x * (b * y + y * b)
      + (a * x + x * a) * y * b - x * (a * y + y * a) * b := by noncomm_ring
  rw [h1, h2, h3, h4] at this
  simpa [sub_eq_zero] using this

/-- Normal ordering on a state: `c_p c†_q y = δ_pq y - c†_q c_p y`. -/
theorem move {I : Type*} [DecidableEq I] {c cd : I → End ℂ V} (h : CAR c cd) (p q : I) (y : V) :
    c p (cd q y) = (if p = q then y else 0) - cd q (c p y) := by
  have := LinearMap.congr_fun (h.ann_cre p q) y
  rw [eq_sub_iff_add_eq]
  by_cases e : p = q <;> simpa [e] using this
```

For $i\ne j$ every bilinear at $i$ commutes with every bilinear at $j$ (`key`), so $S_i\cdot S_j=S_j\cdot S_i$. This is the only use of `ann_ann`.

```lean
/-- The coupling is symmetric: `S_i·S_j = S_j·S_i`. -/
theorem dot_symm [DecidableEq ι] {c cd : ι × Bool → End ℂ V} (h : CAR c cd) (i j : ι) :
    dot c cd i j = dot c cd j i := by
  by_cases e : i = j
  · rw [e]
  have nz : ∀ a b : ι, a ≠ b → ∀ s t, c (a, s) * cd (b, t) + cd (b, t) * c (a, s) = 0 := by
    intro a b hab s t
    simpa [hab] using h.ann_cre (a, s) (b, t)
  have key : ∀ s t s' t', cd (i, s) * c (i, t) * (cd (j, s') * c (j, t'))
      = cd (j, s') * c (j, t') * (cd (i, s) * c (i, t)) := fun s t s' t' =>
    even_comm (h.cre_cre _ _) ((add_comm _ _).trans (nz j i (Ne.symm e) t' s))
      (nz i j e t s') (h.ann_ann _ _)
  simp only [dot, sz, sp, sm, smul_mul_assoc, mul_smul_comm, sub_mul, mul_sub, key]
  module
```

The $\delta_{pq}$ fixes the size of the spin. Replacing every $c_p$ by $2c_p$ violates only `ann_cre`; each $S$ doubles, $w$ is unchanged, and the eigenvalue becomes $-3L$.

## Two distinct, empty sites

Let $a\ne b$, let $x$ be killed by all four annihilators at $a$ and $b$, and write $|st\rangle$ for the creator of spin $s$ at $a$ times that of spin $t$ at $b$ acting on $x$, so $B(a,b)x=|{\uparrow\downarrow}\rangle-|{\downarrow\uparrow}\rangle$. Normal ordering moves each annihilator rightwards until it removes a creator or dies on $x$; for instance $S^+_b|{\uparrow\downarrow}\rangle=-u^\dagger_bu^\dagger_ax=|{\uparrow\uparrow}\rangle$. On $Bx$, with $B=B(a,b)$,
$$S^+_aBx=-|{\uparrow\uparrow}\rangle=-S^+_bBx,\quad S^-_aBx=|{\downarrow\downarrow}\rangle=-S^-_bBx,\quad S^z_aBx=\tfrac12\big(|{\uparrow\downarrow}\rangle+|{\downarrow\uparrow}\rangle\big)=-S^z_bBx.$$
Each component of $S_a+S_b$ kills $Bx$ (`hp`, `hm`, `hz`). In $S_j\cdot S_a+S_j\cdot S_b$ these components stand on the right, so the sum kills $Bx$ for every site $j$, including $a$ and $b$. Further, $S^z_aS^z_b$ gives $-\tfrac14Bx$, while $S^+_aS^-_bBx=-|{\uparrow\downarrow}\rangle$ and $S^-_aS^+_bBx=|{\downarrow\uparrow}\rangle$ contribute $-\tfrac12Bx$, so $S_a\cdot S_bBx=-\tfrac34Bx$. The `simp` calls normal-order with `move h`, reorder creators with `sw`, and finish with `ha`, `hb`.

```lean
/-- For `x` empty at sites `a ≠ b`, the state `w = B(a,b) x` has `S_a·S_b w = -(3/4) w`
and `S_j·S_a w + S_j·S_b w = 0` for every site `j`. -/
theorem singlet [DecidableEq ι] {c cd : ι × Bool → End ℂ V} (h : CAR c cd) {a b : ι}
    (hab : a ≠ b) {x : V} (ha : ∀ s, c (a, s) x = 0) (hb : ∀ s, c (b, s) x = 0) :
    dot c cd a b (pair cd a b x) = (-(3 / 4) : ℂ) • pair cd a b x ∧
      ∀ j, dot c cd j a (pair cd a b x) + dot c cd j b (pair cd a b x) = 0 := by
  have sw : ∀ s t y, cd (b, s) (cd (a, t) y) = - cd (a, t) (cd (b, s) y) := fun s t y =>
    eq_neg_of_add_eq_zero_left (by simpa using LinearMap.congr_fun (h.cre_cre (b, s) (a, t)) y)
  -- each component of S_a + S_b annihilates the pair
  have hp : sp c cd a (pair cd a b x) + sp c cd b (pair cd a b x) = 0 := by
    simp [sp, pair, move h, sw, hab, hab.symm, ha, hb]
  have hm : sm c cd a (pair cd a b x) + sm c cd b (pair cd a b x) = 0 := by
    simp [sm, pair, move h, sw, hab, hab.symm, ha, hb]
  have hz : sz c cd a (pair cd a b x) + sz c cd b (pair cd a b x) = 0 := by
    simp [sz, pair, move h, sw, hab, hab.symm, ha, hb]
    module
  refine ⟨?_, fun j => ?_⟩
  · simp [dot, sp, sm, sz, pair, move h, sw, hab, hab.symm, ha, hb]
    module
  · generalize pair cd a b x = w at hp hm hz
    have : dot c cd j a w + dot c cd j b w = sz c cd j (sz c cd a w + sz c cd b w)
        + (1 / 2 : ℂ) • (sp c cd j (sm c cd a w + sm c cd b w)
          + sm c cd j (sp c cd a w + sp c cd b w)) := by
      simp only [dot, LinearMap.add_apply, LinearMap.smul_apply, End.mul_apply, map_add]
      module
    rw [this, hp, hm, hz]
    simp
```

For $a=b$ one has $B(a,a)=2u^\dagger_ad^\dagger_a$, a doubly occupied site of spin zero, and the coupling gives $0$ instead of $-\tfrac34$.

## An empty vacuum

`hv : ∀ p, c p v = 0` says that $v$ contains no electrons. It supplies the emptiness needed above. Site $n$ lies on bond $\lfloor n/2\rfloor$; its annihilators anticommute past both creators in each term of any other $B_m$, reach $v$ and give zero. `site_ne` ensures that numbers below $2L$ name distinct sites, and `empty_site` is an induction over a list of bonds whose base case is the one place where `hv` acts.

```lean
/-- Different numbers below `2L` label different sites. -/
theorem site_ne {L n m : ℕ} (hn : n < 2 * L) (hm : m < 2 * L) (hnm : n ≠ m) :
    site L n ≠ site L m := by
  intro e
  have := congrArg ZMod.val e
  unfold site at this
  rw [ZMod.val_natCast, ZMod.val_natCast, Nat.mod_eq_of_lt hn, Nat.mod_eq_of_lt hm] at this
  exact hnm this

variable {L : ℕ} {c cd : ZMod (2 * L) × Bool → End ℂ V} {v : V}

/-- Pairs created from the vacuum on bonds that do not contain site `n` leave it empty. -/
theorem empty_site (h : CAR c cd) (hv : ∀ p, c p v = 0) {n : ℕ} (hn : n < 2 * L) (l : List ℕ)
    (hl : ∀ m ∈ l, m < L ∧ m ≠ n / 2) (s : Bool) :
    c (site L n, s) ((l.map (bond L cd)).prod v) = 0 := by
  induction l with
  | nil => simpa using hv _
  | cons m l ih =>
    have hm := hl m (by simp)
    have ih' := ih (fun m' h' => hl m' (by simp [h']))
    have h1 : site L n ≠ site L (2 * m) := site_ne hn (by omega) (by omega)
    have h2 : site L n ≠ site L (2 * m + 1) := site_ne hn (by omega) (by omega)
    rw [List.map_cons, List.prod_cons, End.mul_apply]
    generalize (l.map (bond L cd)).prod v = y at ih' ⊢
    simp [bond, pair, move h, h1, h2, ih']
```

Take $L=2$ and $v=u^\dagger_0|0\rangle$, with $|0\rangle$ the Fock vacuum. Then $B_0$ leaves only $-d^\dagger_0u^\dagger_1$, since $(u^\dagger_0)^2=0$. Site 0 is doubly occupied and spinless, site 1 decouples from the singlet on sites 2 and 3, and $Hw=-\tfrac34w$ with $w\ne0$, not $-\tfrac32w$.

## An even ring and the ratio one half

Evenness is built into the type `ZMod (2 * L)`, and `NeZero L` means $L\ge1$. Define
$$T_j=S_j\cdot S_{j+1}+S_{j+1}\cdot S_{j+2}+S_j\cdot S_{j+2}.$$
Either $j$ or $j+1$ equals $2k$ modulo $2L$ for some $k<L$; the last site $j=2L-1$ wraps to $k=0$. Pair creators commute, so $w=B_kx$ with $x$ empty on bond $k$. If $j=2k$, symmetry gives $T_j=S_j\cdot S_{j+1}+S_{j+2}\cdot(S_j+S_{j+1})$. If $j+1=2k$, then $T_j=S_{j+1}\cdot S_{j+2}+S_j\cdot(S_{j+1}+S_{j+2})$. Both times $T_jw=-\tfrac34w$. In `triple` the `obtain` finds $k$, `comm` and `hw` bring $B_k$ to the front, and the two `linear_combination` lines are the two regroupings of the singlet facts `k1`, `k2`.

```lean
/-- The three couplings among sites `j, j+1, j+2` sum to `-3/4` on the dimer state. -/
theorem triple [NeZero L] (h : CAR c cd) (hv : ∀ p, c p v = 0) (j : ZMod (2 * L)) :
    dot c cd j (j + 1) (dimer L cd v) + dot c cd (j + 1) (j + 2) (dimer L cd v)
      + dot c cd j (j + 2) (dimer L cd v) = (-(3 / 4) : ℂ) • dimer L cd v := by
  have hlt := ZMod.val_lt j
  have hj : site L j.val = j := ZMod.natCast_zmod_val j
  -- either (j, j+1) or (j+1, j+2) is a bond
  obtain ⟨k, hk, e⟩ : ∃ k < L, j = site L (2 * k) ∨ j + 1 = site L (2 * k) := by
    rcases Nat.even_or_odd' j.val with ⟨m, e | e⟩
    · exact ⟨m, by omega, Or.inl (by rw [← e, hj])⟩
    · have e2 : j + 1 = site L (2 * m + 2) := by
        rw [← hj, e]; unfold site; push_cast; ring
      by_cases hm : m + 1 < L
      · exact ⟨m + 1, hm, Or.inr (e2.trans (congrArg (site L) (by ring)))⟩
      · have : 2 * m + 2 = 2 * L := by omega
        exact ⟨0, by omega, Or.inr (by
          rw [e2, this]; unfold site; rw [ZMod.natCast_self]; simp)⟩
  -- pair creators commute, so bond k can be moved to the front
  have ec : ∀ p q r s, Commute (cd p * cd q) (cd r * cd s) := fun p q r s =>
    even_comm (h.cre_cre _ _) (h.cre_cre _ _) (h.cre_cre _ _) (h.cre_cre _ _)
  have comm : ∀ m n, Commute (bond L cd m) (bond L cd n) := by
    intro m n
    unfold bond pair
    exact ((ec _ _ _ _).sub_right (ec _ _ _ _)).sub_left ((ec _ _ _ _).sub_right (ec _ _ _ _))
  have nd : (List.range L).Nodup := List.nodup_range
  have hc : ((List.range L).map (bond L cd)).Pairwise Commute :=
    List.pairwise_map.2 (List.Pairwise.imp (fun _ => comm _ _) nd)
  have hp := List.perm_cons_erase (List.mem_range.2 hk)
  have hw : dimer L cd v = pair cd (site L (2 * k)) (site L (2 * k + 1))
      ((((List.range L).erase k).map (bond L cd)).prod v) := by
    unfold dimer
    rw [(hp.map (bond L cd)).prod_eq' hc, List.map_cons, List.prod_cons]
    rfl
  have hl : ∀ n, n / 2 = k → ∀ m ∈ (List.range L).erase k, m < L ∧ m ≠ n / 2 := by
    intro n hn m hm
    rw [nd.mem_erase_iff, List.mem_range] at hm
    omega
  obtain ⟨k1, k2⟩ := singlet h (site_ne (L := L) (n := 2 * k) (m := 2 * k + 1) (by omega)
    (by omega) (by omega)) (empty_site h hv (by omega) _ (hl _ (by omega)))
    (empty_site h hv (by omega) _ (hl _ (by omega)))
  have hs : site L (2 * k + 1) = site L (2 * k) + 1 := by simp [site]
  rw [← hw, hs] at k1 k2
  rcases e with e | e
  · rw [← e] at k1 k2
    rw [dot_symm h (j + 1) (j + 2), dot_symm h j (j + 2)]
    linear_combination (norm := module) k1 + k2 (j + 2)
  · rw [← e, show j + 1 + 1 = j + 2 by ring] at k1 k2
    linear_combination (norm := module) k1 + k2 j
```

The factor $\tfrac12$ is the postulated ratio of second- to first-neighbour exchange. In $\sum_jT_j$ the first-neighbour sum appears twice, once after the index shift $j\to j+1$ (`shift`), and the second-neighbour sum once, so $\sum_jT_j=2H$ at exactly this ratio. With $2L$ triples (`T`),
$$Hw=\tfrac12\cdot2L\cdot\big(-\tfrac34\big)w=-\tfrac{3L}{4}w,$$
which is $-\tfrac38$ per site. `majumdar_ghosh` states this for every $L\ge1$ and all `c`, `cd`, `v` obeying `h` and `hv`.

```lean
/-- Majumdar-Ghosh: on a ring of `2L` sites, `L ≥ 1`, the dimer state `w` built on the
vacuum satisfies `H w = -(3L/4) w`. -/
theorem majumdar_ghosh [NeZero L] (h : CAR c cd) (hv : ∀ p, c p v = 0) :
    ham L c cd (dimer L cd v) = (-(3 * L / 4) : ℂ) • dimer L cd v := by
  have shift : ∑ j, dot c cd (j + 1) (j + 2) (dimer L cd v)
      = ∑ j, dot c cd j (j + 1) (dimer L cd v) :=
    Fintype.sum_equiv (Equiv.addRight 1) _ _ (fun j => by
      have : j + 1 + 1 = j + 2 := by ring
      simp [this])
  -- H is half the sum of the 2L triples
  have T : ∑ j, (dot c cd j (j + 1) (dimer L cd v) + dot c cd (j + 1) (j + 2) (dimer L cd v)
      + dot c cd j (j + 2) (dimer L cd v))
      = ∑ _j : ZMod (2 * L), (-(3 / 4) : ℂ) • dimer L cd v :=
    Finset.sum_congr rfl fun j _ => triple h hv j
  rw [Finset.sum_add_distrib, Finset.sum_add_distrib, shift, Finset.sum_const, Finset.card_univ,
    ZMod.card, ← Nat.cast_smul_eq_nsmul ℂ] at T
  push_cast at T
  simp only [ham, LinearMap.sum_apply, LinearMap.add_apply, LinearMap.smul_apply,
    Finset.sum_add_distrib, ← Finset.smul_sum]
  linear_combination (norm := module) (1 / 2 : ℂ) • T
```

On four sites ($L=2$) the pairs $(0,2)$ and $(1,3)$ each occur twice with weight $\tfrac12$, so $H$ is the sum over all six pairs, $\tfrac12\big(S_{\rm tot}^2-4\cdot\tfrac34\big)$ on singly occupied states, where $S_{\rm tot}=\sum_jS_j$. Two singlets have total spin zero, giving $-\tfrac32$. At $L=1$ one has $j+2=j$, so the second-neighbour term is an on-site $S_j\cdot S_j$ and $H=2S_0\cdot S_1+\tfrac12(S_0\cdot S_0+S_1\cdot S_1)$ gives $-\tfrac32+\tfrac34=-\tfrac34$.

With another ratio $g$ on four sites, $H$ gains $(2g-1)(S_0\cdot S_2+S_1\cdot S_3)$, which acts on $w$ as $2(2g-1)S_0\cdot S_2$. This coupling has eigenvalues $\tfrac14$ and $-\tfrac34$ on two spins but mean $0$ in $w$, so $w$ is no longer an eigenvector. An odd ring admits no covering by disjoint pairs. The counter-examples and small-ring arithmetic in this note are arguments in prose, with no theorem in the file behind them.

## A nonzero vacuum

For $v=0$ one gets $w=0$, and the equation holds with no content; `h0 : v ≠ 0` turns it into an eigenvalue statement. For $x$ empty at $a\neq b$, normal ordering gives $u_au^\dagger_ad^\dagger_bx=d^\dagger_bx$, $u_ad^\dagger_au^\dagger_bx=0$ and $d_bd^\dagger_bx=x$, hence $d_bu_aB(a,b)x=x$. So $B(a,b)x=0$ forces $x=0$, and removing the bonds one at a time leads back to $v$. The induction `key` runs over lists of distinct bonds and uses `h0` at the empty list.

```lean
/-- The dimer state built on a nonzero vacuum is nonzero. -/
theorem dimer_ne_zero (h : CAR c cd) (hv : ∀ p, c p v = 0) (h0 : v ≠ 0) : dimer L cd v ≠ 0 := by
  have key : ∀ l : List ℕ, l.Nodup → (∀ m ∈ l, m < L) → (l.map (bond L cd)).prod v ≠ 0 := by
    intro l
    induction l with
    | nil => intro _ _; simpa using h0
    | cons k l ih =>
      intro nd hl e
      rw [List.nodup_cons] at nd
      have hk := hl k (by simp)
      have hl' : ∀ n, n / 2 = k → ∀ m ∈ l, m < L ∧ m ≠ n / 2 := fun n hn m hm =>
        ⟨hl m (by simp [hm]), fun e' => nd.1 (by rw [← hn, ← e']; exact hm)⟩
      have ha := empty_site h hv (n := 2 * k) (by omega) l (hl' _ (by omega))
      have hb := empty_site h hv (n := 2 * k + 1) (by omega) l (hl' _ (by omega))
      have hab : site L (2 * k) ≠ site L (2 * k + 1) := site_ne (by omega) (by omega) (by omega)
      apply ih nd.2 (fun m hm => hl m (by simp [hm]))
      rw [List.map_cons, List.prod_cons, End.mul_apply] at e
      generalize (l.map (bond L cd)).prod v = y at ha hb e ⊢
      -- d_b u_a removes the pair again
      have := congrArg (fun z => c (site L (2 * k + 1), false) (c (site L (2 * k), true) z)) e
      simpa [bond, pair, move h, hab, hab.symm, ha, hb] using this
  exact key _ List.nodup_range fun m hm => List.mem_range.1 hm
```

## Fock space as an exterior algebra

The exterior algebra over functions from modes to $\mathbb C$ realises all three assumptions on `c`, `cd` and `v`. The creator is the wedge product with a basis vector, the annihilator is contraction with the matching coordinate, and the vacuum is $1\ne0$. Choosing `ZMod (2 * L) × Bool` as the set of modes gives the Fock space of the ring's $4L$ modes, on which both theorems apply.

```lean
/-- Annihilator on the exterior algebra: contraction with the coordinate `p`. -/
def fockAnn {I : Type} (p : I) : End ℂ (ExteriorAlgebra ℂ (I → ℂ)) :=
  CliffordAlgebra.contractLeft (Q := 0) (LinearMap.proj p : (I → ℂ) →ₗ[ℂ] ℂ)

/-- Creator on the exterior algebra: wedge product with the basis vector `p`. -/
def fockCre {I : Type} [DecidableEq I] (p : I) : End ℂ (ExteriorAlgebra ℂ (I → ℂ)) :=
  LinearMap.mulLeft ℂ (ExteriorAlgebra.ι ℂ (Pi.single p 1 : I → ℂ))

/-- Contraction and wedge obey the CAR for any set of modes, and `1` is a nonzero vacuum. -/
theorem car_witness (I : Type) [DecidableEq I] :
    CAR (fockAnn (I := I)) fockCre ∧ (∀ p : I, fockAnn p 1 = 0) ∧
      (1 : ExteriorAlgebra ℂ (I → ℂ)) ≠ 0 := by
  refine ⟨⟨fun p q => LinearMap.ext fun y => ?_, fun p q => LinearMap.ext fun y => ?_,
    fun p q => LinearMap.ext fun y => ?_⟩, fun p => by simp [fockAnn], one_ne_zero⟩
  · simp only [fockAnn, LinearMap.add_apply, End.mul_apply, LinearMap.zero_apply]
    rw [CliffordAlgebra.contractLeft_comm]
    simp
  · simp only [fockCre, LinearMap.add_apply, End.mul_apply, LinearMap.zero_apply,
      LinearMap.mulLeft_apply]
    rw [← mul_assoc, ← mul_assoc, ← add_mul, ExteriorAlgebra.ι_add_mul_swap, zero_mul]
  · simp only [fockAnn, fockCre, LinearMap.add_apply, End.mul_apply, LinearMap.mulLeft_apply]
    rw [CliffordAlgebra.contractLeft_ι_mul]
    by_cases e : p = q <;> simp [e]

end

end MajumdarGhosh
```

```lean
#print axioms MajumdarGhosh.majumdar_ghosh
-- 'MajumdarGhosh.majumdar_ghosh' depends on axioms: [propext, Classical.choice, Quot.sound]
#print axioms MajumdarGhosh.dimer_ne_zero
-- 'MajumdarGhosh.dimer_ne_zero' depends on axioms: [propext, Classical.choice, Quot.sound]
```
